# Three sites with hopping +1: uniform density from an ensemble, but from no real ground orbital

One electron sits on a triangle of sites, and a target density of \(1/3\) per site is given. Density inversion asks for a potential whose ground orbital has that density. When the hopping, meaning the Hamiltonian matrix element between two different sites, is \(+1\), the amplitudes of a real ground orbital with uniform density must sum to zero, which three real numbers of equal nonzero magnitude cannot do. No real potential therefore gives such an orbital, whereas equal fractional occupation of a degenerate level at zero potential does give the uniform density. For this target in this non-interacting lattice model, an inversion code restricted to one real orbital has no solution to find.

The argument runs for \(N\) sites, with the same hopping \(t>0\) between every pair.

```lean
import Mathlib

open Matrix

namespace FractionalOccupationInversion

noncomputable section
```

## Equal magnitudes that cancel

Let \(\psi_i\) be real amplitudes with \(\psi_i^2=1/N\). Relative to a reference site \(i_0\), each is \(\psi_i=(2b_i-1)\psi_{i_0}\) with \(b_i\in\{0,1\}\). Hence

\[
\sum_i\psi_i=\Bigl(2\sum_i b_i-N\Bigr)\psi_{i_0}.
\]

If the sum vanishes, then \(N=2\sum_i b_i\) is even. In Lean the \(b_i\) are integers, and `omega` draws the parity conclusion.

```lean
/-- Real amplitudes of equal density `1/N` on `N` sites can sum to zero only if `N` is even. -/
theorem even_of_sum_eq_zero {ι : Type*} [Fintype ι] [Nonempty ι] {ψ : ι → ℝ}
    (hd : ∀ i, ψ i ^ 2 = 1 / (Fintype.card ι : ℝ)) (hs : ∑ i, ψ i = 0) :
    Even (Fintype.card ι) := by
  obtain ⟨i₀⟩ := ‹Nonempty ι›
  have hc : (0 : ℝ) < Fintype.card ι := by
    exact_mod_cast Fintype.card_pos_iff.mpr ⟨i₀⟩
  have hr : ψ i₀ ≠ 0 := by
    intro h
    have hp : 0 < 1 / (Fintype.card ι : ℝ) := by positivity
    rw [← hd i₀, h] at hp
    norm_num at hp
  -- every amplitude is plus or minus the first one
  have hsign : ∀ i, ∃ b : ℤ, ψ i = (2 * (b : ℝ) - 1) * ψ i₀ := by
    intro i
    rcases sq_eq_sq_iff_eq_or_eq_neg.mp ((hd i).trans (hd i₀).symm) with h | h
    · exact ⟨1, by push_cast; linarith⟩
    · exact ⟨0, by push_cast; linarith⟩
  choose b hb using hsign
  have e : ∑ i, ψ i = (2 * (∑ i, (b i : ℝ)) - Fintype.card ι) * ψ i₀ := by
    rw [Finset.sum_congr rfl (fun i _ => hb i)]
    simp only [← Finset.sum_mul, Finset.sum_sub_distrib, ← Finset.mul_sum,
      Finset.sum_const, Finset.card_univ, nsmul_eq_mul, mul_one]
  rw [hs] at e
  have h0 := sub_eq_zero.mp ((mul_eq_zero.mp e.symm).resolve_right hr)
  have hz : 2 * (∑ i, b i) = (Fintype.card ι : ℤ) := by exact_mod_cast h0
  exact ⟨(∑ i, b i).toNat, by omega⟩
```

## Hamiltonian and ground orbital

The sites form a finite type `ι`, and \(N\) is `Fintype.card ι`. The Hamiltonian has \(H_{ii}=v_i\) and \(H_{ij}=t\) for \(i\ne j\), with no minus sign in front of the hopping.

```lean
variable {ι : Type*} [Fintype ι] [DecidableEq ι]

/-- The one-particle Hamiltonian with site potential `v` and hopping `t` between
every two distinct sites. -/
def hamiltonian (t : ℝ) (v : ι → ℝ) : Matrix ι ι ℝ :=
  Matrix.of fun i j => if i = j then v i else t
```

A ground orbital is a normalised real eigenvector whose eigenvalue \(E\) satisfies \(E\,x\cdot x\le x\cdot Hx\) for every real \(x\). Degeneracy is allowed.

```lean
/-- A real ground orbital: a normalized eigenvector whose eigenvalue `E` bounds the energy of every
normalized real trial vector from below. -/
structure IsGroundOrbital (H : Matrix ι ι ℝ) (E : ℝ) (ψ : ι → ℝ) : Prop where
  normalized : ψ ⬝ᵥ ψ = 1
  eigen : H *ᵥ ψ = E • ψ
  lowest : ∀ x : ι → ℝ, E * (x ⬝ᵥ x) ≤ x ⬝ᵥ (H *ᵥ x)
```

Separating the diagonal term gives

\[
(Hx)_i=v_ix_i+t\Bigl(\sum_j x_j-x_i\Bigr).
\]

```lean
/-- The Hamiltonian multiplies by the potential and adds the amplitudes of all other sites,
weighted by the hopping. -/
theorem hamiltonian_mulVec (t : ℝ) (v x : ι → ℝ) (i : ι) :
    (hamiltonian t v *ᵥ x) i = v i * x i + t * ((∑ j, x j) - x i) := by
  have h : ∀ j, (if i = j then v i else t) * x j
      = t * x j + if i = j then (v i - t) * x j else 0 := by
    intro j
    split_ifs <;> ring
  simp only [Matrix.mulVec, dotProduct, hamiltonian, Matrix.of_apply, h,
    Finset.sum_add_distrib, ← Finset.mul_sum, Finset.sum_ite_eq, Finset.mem_univ, if_true]
  ring
```

Multiplying by \(x_i\) and summing gives the quadratic form, which is the energy when \(x\) is normalised:

\[
x\cdot Hx=\sum_i(v_i-t)x_i^2+t\Bigl(\sum_i x_i\Bigr)^2 .
\]

```lean
/-- The quadratic form of the Hamiltonian, which is the energy of `x` when `x` is normalized, is a
site term plus the hopping times the squared sum of the amplitudes. -/
theorem energy_eq (t : ℝ) (v x : ι → ℝ) :
    x ⬝ᵥ (hamiltonian t v *ᵥ x) = ∑ i, (v i - t) * x i ^ 2 + t * (∑ i, x i) ^ 2 := by
  have h : ∀ i, x i * (v i * x i + t * ((∑ j, x j) - x i))
      = (v i - t) * x i ^ 2 + (t * ∑ j, x j) * x i := fun i => by ring
  simp only [dotProduct, hamiltonian_mulVec, h, Finset.sum_add_distrib, ← Finset.mul_sum]
  ring
```

## Why the amplitudes must sum to zero

Take \(x=+1\) on site \(i\), \(-1\) on site \(j\ne i\), and zero elsewhere. Its sum is zero and its squared norm is 2, so \(2E\le v_i+v_j-2t\). The normalised trial vector has energy \((v_i+v_j)/2-t\).

```lean
/-- If there is a real ground orbital with energy `E`, then `2 * E` is at most `v i + v j - 2 * t`
for any two distinct sites `i` and `j`. -/
theorem two_site_bound {t E : ℝ} {v ψ : ι → ℝ}
    (h : IsGroundOrbital (hamiltonian t v) E ψ) {i j : ι} (hij : i ≠ j) :
    2 * E ≤ v i + v j - 2 * t := by
  obtain ⟨x, hx⟩ : ∃ x : ι → ℝ, ∀ k, x k = (if k = i then 1 else 0) - (if k = j then 1 else 0) :=
    ⟨_, fun _ => rfl⟩
  have hsq : ∀ f : ι → ℝ, ∑ k, f k * x k ^ 2 = f i + f j := by
    intro f
    have hk : ∀ k, f k * x k ^ 2 = (if k = i then f k else 0) + (if k = j then f k else 0) := by
      intro k
      rw [hx]
      by_cases h1 : k = i
      · simp [h1, hij]
      · by_cases h2 : k = j
        · simp [h2, hij.symm]
        · simp [h1, h2]
    simp [hk, Finset.sum_add_distrib]
  have s1 : ∑ k, (v k - t) * x k ^ 2 = (v i - t) + (v j - t) := hsq (fun k => v k - t)
  have s2 : x ⬝ᵥ x = 2 := by
    have h1 := hsq (fun _ => 1)
    simp only [one_mul] at h1
    simp only [dotProduct, ← pow_two, h1]
    norm_num
  have s3 : ∑ k, x k = 0 := by simp [hx, Finset.sum_sub_distrib]
  have h0 := h.lowest x
  rw [energy_eq, s1, s2, s3] at h0
  linarith
```

Now let \(\psi\) be a ground orbital of uniform density and \(S=\sum_j\psi_j\). The eigenvalue equation reads \((v_i-t-E)\psi_i=-tS\). Multiplying by \(N\psi_i\) and using \(N\psi_i^2=1\) gives

\[
v_i-t-E=-NtS\psi_i .
\]

The two-site bound becomes \(0\le -NtS(\psi_i+\psi_j)\), so \(S(\psi_i+\psi_j)\le0\) for \(i\ne j\). Summing over \(j\ne i\), then over \(i\), gives

\[
S\bigl((N-2)\psi_i+S\bigr)\le0,\qquad 2(N-1)S^2\le0 .
\]

For \(N\ge2\) this forces \(S=0\). The steps `pot`, `pair`, `row` and `total` follow this order; `linear_combination` derives the potential and `nlinarith` closes the last inequality.

```lean
/-- For positive hopping and at least two sites, the amplitudes of a real ground orbital
with uniform density sum to zero. -/
theorem sum_eq_zero_of_uniform {t E : ℝ} {v ψ : ι → ℝ} (ht : 0 < t)
    (hN : 2 ≤ Fintype.card ι) (h : IsGroundOrbital (hamiltonian t v) E ψ)
    (hd : ∀ i, ψ i ^ 2 = 1 / (Fintype.card ι : ℝ)) : ∑ i, ψ i = 0 := by
  obtain ⟨S, hS⟩ : ∃ S, S = ∑ j, ψ j := ⟨_, rfl⟩
  obtain ⟨N, hNdef⟩ : ∃ N : ℝ, N = Fintype.card ι := ⟨_, rfl⟩
  have hN2 : 2 ≤ N := by rw [hNdef]; exact_mod_cast hN
  have hN0 : N ≠ 0 := by linarith
  -- the eigenvalue equation determines the potential
  have pot : ∀ i, v i - t - E = -(N * t * S * ψ i) := by
    intro i
    have e := congrFun h.eigen i
    rw [hamiltonian_mulVec, Pi.smul_apply, smul_eq_mul, ← hS] at e
    have d : N * ψ i ^ 2 = 1 := by rw [hd i, ← hNdef]; exact mul_one_div_cancel hN0
    linear_combination N * ψ i * e - (v i - t - E) * d
  have pair : ∀ i j, i ≠ j → S * (ψ i + ψ j) ≤ 0 := by
    intro i j hij
    by_contra hc
    have hp : 0 < (N * t) * (S * (ψ i + ψ j)) :=
      mul_pos (mul_pos (by linarith) ht) (not_le.mp hc)
    have hb := two_site_bound h hij
    have p1 := pot i
    have p2 := pot j
    nlinarith
  -- sum the pair inequality over all partners, then over all sites
  have row : ∀ i, S * ((N - 2) * ψ i + S) ≤ 0 := by
    intro i
    have hle : ∑ j, (if i = j then 0 else S * (ψ i + ψ j)) ≤ 0 := by
      apply Finset.sum_nonpos
      intro j _
      split_ifs with hij
      · exact le_rfl
      · exact pair i j hij
    have hterm : ∀ j, (if i = j then 0 else S * (ψ i + ψ j))
        = S * ψ i + S * ψ j - if i = j then 2 * S * ψ j else 0 := by
      intro j
      split_ifs with hij
      · subst hij; ring
      · ring
    simp only [hterm, Finset.sum_sub_distrib, Finset.sum_add_distrib, Finset.sum_const,
      Finset.card_univ, nsmul_eq_mul, ← Finset.mul_sum, Finset.sum_ite_eq,
      Finset.mem_univ, if_true, ← hS, ← hNdef] at hle
    linarith
  have total := Finset.sum_nonpos (fun i (_ : i ∈ Finset.univ) => row i)
  simp only [← Finset.mul_sum, Finset.sum_add_distrib, Finset.sum_const,
    Finset.card_univ, nsmul_eq_mul, ← hS, ← hNdef] at total
  rw [← hS]
  by_contra hne
  have hpos : 0 < S ^ 2 := by positivity
  nlinarith [mul_nonneg (sub_nonneg.mpr hN2) hpos.le]
```

Putting \(S=0\) back into the formula for the potential gives a neighbouring result, which has no theorem of its own here: \(v_i=E+t\) on every site, so any potential that achieves the uniform density in this way is constant.

## Even numbers of sites succeed

At \(v=0\) the energy formula becomes

\[
x\cdot Hx=-t\,x\cdot x+t\Bigl(\sum_i x_i\Bigr)^2\ge -t\,x\cdot x .
\]

```lean
/-- At zero potential and nonnegative hopping `t`, the quadratic form of the Hamiltonian at any real
vector is at least `-t` times the squared norm of the vector. -/
theorem level_bound {t : ℝ} (ht : 0 ≤ t) (x : ι → ℝ) :
    -t * (x ⬝ᵥ x) ≤ x ⬝ᵥ (hamiltonian t 0 *ᵥ x) := by
  have h : ∑ i, ((0 : ι → ℝ) i - t) * x i ^ 2 = -t * (x ⬝ᵥ x) := by
    simp only [Pi.zero_apply, zero_sub, dotProduct, ← Finset.mul_sum, pow_two]
  rw [energy_eq, h]
  have := mul_nonneg ht (sq_nonneg (∑ i, x i))
  linarith
```

For even \(N\), put \(+1/\sqrt N\) on half the sites and \(-1/\sqrt N\) on the rest. The sum is zero, so \(H\psi=-t\psi\), and the bound makes \(\psi\) a ground orbital. For odd \(N\ge3\), the two earlier results exclude every potential.

```lean
/-- With equal positive hopping between all pairs of `N ≥ 2` sites, the uniform density `1/N`
comes from a real ground orbital in some real potential exactly when `N` is even. -/
theorem uniform_density_iff_even {t : ℝ} (ht : 0 < t) (hN : 2 ≤ Fintype.card ι) :
    (∃ (v : ι → ℝ) (E : ℝ) (ψ : ι → ℝ), IsGroundOrbital (hamiltonian t v) E ψ ∧
      ∀ i, ψ i ^ 2 = 1 / (Fintype.card ι : ℝ)) ↔ Even (Fintype.card ι) := by
  have hc : (0 : ℝ) < Fintype.card ι := by
    exact_mod_cast (by omega : 0 < Fintype.card ι)
  constructor
  · rintro ⟨v, E, ψ, h, hd⟩
    have : Nonempty ι := Fintype.card_pos_iff.mp (by omega)
    exact even_of_sum_eq_zero hd (sum_eq_zero_of_uniform ht hN h hd)
  · rintro ⟨m, hm⟩
    -- plus signs on half of the sites, minus signs on the others
    obtain ⟨s, -, hs⟩ := Finset.exists_subset_card_eq
      (s := (Finset.univ : Finset ι)) (n := m) (by rw [Finset.card_univ]; omega)
    obtain ⟨ψ, hψ⟩ : ∃ ψ : ι → ℝ, ∀ i, ψ i =
        (2 * (if i ∈ s then 1 else 0) - 1) * √(1 / (Fintype.card ι : ℝ)) :=
      ⟨_, fun _ => rfl⟩
    have hd : ∀ i, ψ i ^ 2 = 1 / (Fintype.card ι : ℝ) := by
      intro i
      rw [hψ, mul_pow, Real.sq_sqrt (by positivity)]
      split_ifs <;> ring
    have hsum : ∑ i, ψ i = 0 := by
      have hcount : ∑ i : ι, (if i ∈ s then (1 : ℝ) else 0) = m := by simp [hs]
      have hm' : (Fintype.card ι : ℝ) = m + m := by exact_mod_cast hm
      simp only [hψ, ← Finset.sum_mul, Finset.sum_sub_distrib, ← Finset.mul_sum, hcount,
        Finset.sum_const, Finset.card_univ, nsmul_eq_mul, mul_one]
      rw [mul_eq_zero]
      left
      linarith
    refine ⟨0, -t, ψ, ⟨?_, ?_, level_bound ht.le⟩, hd⟩
    · simp only [dotProduct, ← pow_two, hd, Finset.sum_const, Finset.card_univ, nsmul_eq_mul]
      exact mul_one_div_cancel hc.ne'
    · funext i
      rw [hamiltonian_mulVec, hsum]
      simp
```

## Half the projector gives the density

Define \(P_{ij}=\delta_{ij}-1/N\), which subtracts the mean from a vector.

```lean
/-- The matrix that subtracts from a vector its mean over the sites, for a nonempty set
of sites. -/
def levelProjector (ι : Type*) [Fintype ι] [DecidableEq ι] : Matrix ι ι ℝ :=
  Matrix.of fun i j => (if i = j then 1 else 0) - 1 / (Fintype.card ι : ℝ)
```

At zero potential, \((H\varphi)_i+t\varphi_i=t\sum_j\varphi_j\). Thus \(H\varphi=-t\varphi\) holds exactly when the amplitudes sum to zero, which is also the condition \(P\varphi=\varphi\). Since \(P\) is symmetric and \(P^2=P\), it is the orthogonal projector onto this eigenspace.

```lean
/-- At zero potential and positive hopping `t`, `levelProjector` is the orthogonal projector
onto the solutions of the eigenvalue equation with energy `-t`. -/
theorem levelProjector_spectral [Nonempty ι] {t : ℝ} (ht : 0 < t) :
    (levelProjector ι)ᵀ = levelProjector ι ∧
    levelProjector ι * levelProjector ι = levelProjector ι ∧
    ∀ φ : ι → ℝ, hamiltonian t 0 *ᵥ φ = -t • φ ↔ levelProjector ι *ᵥ φ = φ := by
  have hc : (Fintype.card ι : ℝ) ≠ 0 := by exact_mod_cast Fintype.card_ne_zero
  have hP : ∀ (φ : ι → ℝ) i, (levelProjector ι *ᵥ φ) i
      = φ i - 1 / (Fintype.card ι : ℝ) * ∑ j, φ j := by
    intro φ i
    simp only [levelProjector, Matrix.mulVec, dotProduct, Matrix.of_apply, sub_mul, ite_mul,
      one_mul, zero_mul, Finset.sum_sub_distrib, Finset.sum_ite_eq, Finset.mem_univ, if_true,
      ← Finset.mul_sum]
  refine ⟨?_, ?_, fun φ => ?_⟩
  · ext i j
    simp only [levelProjector, Matrix.transpose_apply, Matrix.of_apply, eq_comm]
  · ext i j
    -- each column sums to zero, so a second projection changes nothing
    have hcol : ∑ k, levelProjector ι k j = 0 := by
      simp only [levelProjector, Matrix.of_apply, Finset.sum_sub_distrib, Finset.sum_ite_eq',
        Finset.mem_univ, if_true, Finset.sum_const, Finset.card_univ, nsmul_eq_mul]
      rw [mul_one_div_cancel hc, sub_self]
    change (levelProjector ι *ᵥ fun k => levelProjector ι k j) i = levelProjector ι i j
    rw [hP, hcol, mul_zero, sub_zero]
  · -- both conditions say that the amplitudes sum to zero
    obtain ⟨i₀⟩ := ‹Nonempty ι›
    constructor
    · intro h
      have e := congrFun h i₀
      rw [hamiltonian_mulVec, Pi.smul_apply, smul_eq_mul, Pi.zero_apply] at e
      have hz : t * ∑ j, φ j = 0 := by linarith
      funext i
      rw [hP, (mul_eq_zero.mp hz).resolve_left ht.ne', mul_zero, sub_zero]
    · intro h
      have e := congrFun h i₀
      rw [hP] at e
      have hz : 1 / (Fintype.card ι : ℝ) * ∑ j, φ j = 0 := by linarith
      funext i
      rw [hamiltonian_mulVec, (mul_eq_zero.mp hz).resolve_left (one_div_ne_zero hc)]
      simp
```

For three sites, \(\operatorname{tr}P=3\cdot\tfrac23=2\), so the lowest level is doubly degenerate. The ensemble \(P/2\) occupies two orthonormal orbitals with weight \(1/2\) each, and its density is the diagonal, \(\tfrac12\cdot\tfrac23=\tfrac13\). The final theorem joins these values to the failure for a real orbital, which follows because 3 is odd.

The restriction to real orbitals matters: with \(\omega=e^{2\pi i/3}\), the complex orbital \((1,\omega,\omega^2)/\sqrt3\) has zero sum, lies in the same level and has density \(1/3\) on every site.

```lean
/-- On three sites with hopping `+1`, no real potential has a real ground orbital of density
`1/3` on every site, while `levelProjector` has trace two and half of it has this density. -/
theorem three_site_inversion :
    (¬ ∃ (v : Fin 3 → ℝ) (E : ℝ) (ψ : Fin 3 → ℝ),
      IsGroundOrbital (hamiltonian 1 v) E ψ ∧ ∀ i, ψ i ^ 2 = 1 / 3) ∧
    (levelProjector (Fin 3)).trace = 2 ∧
    ∀ i, ((1 / 2 : ℝ) • levelProjector (Fin 3)) i i = 1 / 3 := by
  refine ⟨?_, ?_, fun i => ?_⟩
  · rintro ⟨v, E, ψ, h, hd⟩
    have he := (uniform_density_iff_even (ι := Fin 3) one_pos (by simp)).mp
      ⟨v, E, ψ, h, by simpa using hd⟩
    rw [Fintype.card_fin] at he
    exact absurd he (by decide)
  · simp only [Matrix.trace, Matrix.diag_apply, levelProjector, Matrix.of_apply, if_true,
      Fintype.card_fin, Fin.sum_univ_three]
    norm_num
  · simp only [Matrix.smul_apply, levelProjector, Matrix.of_apply, if_true, Fintype.card_fin,
      smul_eq_mul]
    norm_num

end

end FractionalOccupationInversion
```

```lean
#print axioms FractionalOccupationInversion.uniform_density_iff_even
-- 'FractionalOccupationInversion.uniform_density_iff_even' depends on axioms: [propext, Classical.choice, Quot.sound]
#print axioms FractionalOccupationInversion.levelProjector_spectral
-- 'FractionalOccupationInversion.levelProjector_spectral' depends on axioms: [propext, Classical.choice, Quot.sound]
#print axioms FractionalOccupationInversion.three_site_inversion
-- 'FractionalOccupationInversion.three_site_inversion' depends on axioms: [propext, Classical.choice, Quot.sound]
```
